# Extending real amplitudes by zero from selected transitions to all preserves their scalar products and matrix elements

Real amplitudes `x` and `y` are given on a finite set of selected transitions, which an injective map `e` places among a finite set of all transitions, and `pad` extends them by zero to the rest. The theorem says that the padded vectors have the same scalar product as `x` and `y`, and that for every real matrix `M` on all transitions, the form x·My taken with the truncated matrix `M.submatrix e e` equals the form taken with `M` and the padded vectors. `M` need not be symmetric and the vectors need not be normalised, so these are bare bilinear forms, not normalised expectation values. The proof first shows, in `hd`, that the scalar product of a padded vector with any vector `g` reduces to a sum over the selected transitions, then uses this once for the scalar product and twice for the matrix form.

This version doesn't compile in Lean 4 with Mathlib:

```lean
import Mathlib

open Matrix

namespace PadForm

noncomputable section

variable {n m : Type*} [Fintype n] [Fintype m]

/-- Amplitudes on selected transitions, continued by zero to all transitions. -/
def pad (e : m → n) (x : m → ℝ) : n → ℝ := Function.extend e x 0

/-- Padding by zeros along distinct transitions preserves scalar products, and turns matrix
elements of the truncated matrix into those of the full one. -/
theorem pad_form {e : m → n} (he : Function.Injective e) (x y : m → ℝ) :
    pad e x ⬝ᵥ pad e y = x ⬝ᵥ y ∧
      ∀ M : Matrix n n ℝ, pad e x ⬝ᵥ M *ᵥ pad e y = x ⬝ᵥ M.submatrix e e *ᵥ y := by
  have hp : ∀ (x : m → ℝ) (i : m), pad e x (e i) = x i := fun x i => he.extend_apply x 0 i
  have hd : ∀ (x : m → ℝ) (g : n → ℝ), pad e x ⬝ᵥ g = x ⬝ᵥ (g ∘ e) := by
    intro x g
    refine (Fintype.sum_of_injective e he _ _ (fun i hi => ?_) (fun i => ?_)).symm
    · have h0 : pad e x i = 0 := Function.extend_apply' x 0 i hi
      rw [h0, zero_mul]
    · rw [hp, Function.comp_apply]
  refine ⟨?_, fun M => ?_⟩
  · rw [hd]
    exact congrArg (x ⬝ᵥ ·) (funext (hp y))
  · rw [hd]
    refine congrArg (x ⬝ᵥ ·) (funext fun i => ?_)
    change M (e i) ⬝ᵥ pad e y = (fun j => M (e i) (e j)) ⬝ᵥ y
    rw [dotProduct_comm, hd, dotProduct_comm]
    rfl

end

end PadForm
```

The compiler's answer:

```
Main.lean:23:58: error: numerals are data in Lean, but the expected type is universe polymorphic and may be a proposition
  ?m.109 → ℝ : Sort (max 1 ?u.101)
```

Lean accepts the file once it reads:

```diff
@@ -21,5 +21,7 @@
     intro x g
     refine (Fintype.sum_of_injective e he _ _ (fun i hi => ?_) (fun i => ?_)).symm
-    · have h0 : pad e x i = 0 := Function.extend_apply' x 0 i hi
+    · have h0 : pad e x i = 0 := by
+        change Function.extend e x (0 : n → ℝ) i = (0 : n → ℝ) i
+        exact Function.extend_apply' x (0 : n → ℝ) i hi
       rw [h0, zero_mul]
     · rw [hp, Function.comp_apply]
```

Cause. The error is at the `0` passed to `Function.extend_apply'` in the proof of `h0`, that a padded amplitude vanishes off the selected transitions. This `0` is meant as the zero function on `n`, but when Lean reaches it, it knows only that the type is `?m.109 → ℝ`, with the domain still open. The lemma allows that domain to lie in any `Sort`, so the universe is open too, and Lean can't confirm that the function type is one of data, as a numeral requires. The later arguments `i` and `hi` would settle the domain, but the numeral fails first. The similar `0` in `hp` is safe, because `he` already fixes the domain there.

The repair writes `(0 : n → ℝ)`, which fixes both domain and universe, and this cures the reported error. The added `change` restates the goal in the lemma's own form, unfolding `pad` and writing the number zero as the zero function's value at `i`. The two forms are equal by definition, and nothing in the message shows that this step was needed.
